# Newton's method for E′ = 0 with E(x) = x³/3 + x: angle doubling and cycles of every period n ≥ 2

The Newton step is modelled here as a function defined on the whole real line, and since Lean sets division by zero to zero, a point of zero curvature would count as a fixed point of the step. The theorems about Newton runs therefore assume or prove that the curvature is nonzero at every iterate, or assume a condition on sines that implies it.

```lean
import Mathlib

open Filter Topology
open scoped Real

namespace NewtonWithoutStationaryPoint

noncomputable section

/-- The one-dimensional energy profile `E(x) = x³/3 + x`. -/
def energy (x : ℝ) : ℝ := x ^ 3 / 3 + x

/-- One Newton step for the stationarity condition `E' = 0`. -/
def newtonStep (x : ℝ) : ℝ := x - deriv energy x / deriv (deriv energy) x

/-- The gradient of the energy is `x² + 1`. -/
theorem gradient_eq (x : ℝ) : deriv energy x = x ^ 2 + 1 := by
  have h : HasDerivAt energy (x ^ 2 + 1) x :=
    (((hasDerivAt_pow 3 x).div_const 3).fun_add (hasDerivAt_id' x)).congr_deriv
      (by norm_num)
  exact h.deriv

/-- The curvature of the energy is `2x`. -/
theorem curvature_eq (x : ℝ) : deriv (deriv energy) x = 2 * x := by
  have hg : deriv energy = fun y => y ^ 2 + 1 := funext gradient_eq
  have h : HasDerivAt (fun y : ℝ => y ^ 2 + 1) (2 * x) x :=
    ((hasDerivAt_pow 2 x).add_const (1 : ℝ)).congr_deriv (by norm_num)
  rw [hg]
  exact h.deriv

/-- The energy has no stationary point on the real line. -/
theorem no_stationary_point (x : ℝ) : deriv energy x ≠ 0 := by
  rw [gradient_eq]
  positivity

/-- If `sin 2t ≠ 0`, the curvature at `cot t` is nonzero and the Newton step
doubles the angle. -/
theorem newtonStep_cot {t : ℝ} (h : Real.sin (2 * t) ≠ 0) :
    deriv (deriv energy) (Real.cot t) ≠ 0 ∧
      newtonStep (Real.cot t) = Real.cot (2 * t) := by
  rw [Real.sin_two_mul] at h
  have hs : Real.sin t ≠ 0 := fun h0 => h (by simp [h0])
  have hc : Real.cos t ≠ 0 := fun h0 => h (by simp [h0])
  rw [newtonStep, curvature_eq, gradient_eq, Real.cot_eq_cos_div_sin,
    Real.cot_eq_cos_div_sin, Real.sin_two_mul, Real.cos_two_mul']
  refine ⟨mul_ne_zero two_ne_zero (div_ne_zero hc hs), ?_⟩
  field_simp
  ring

/-- If `sin (2^k t) ≠ 0` for all `k`, the Newton iterates from `cot t` are
`cot (2^k t)`, and the curvature is nonzero at each of them. -/
theorem newton_iterates {t : ℝ} (h : ∀ k : ℕ, Real.sin (2 ^ k * t) ≠ 0) (k : ℕ) :
    deriv (deriv energy) (newtonStep^[k] (Real.cot t)) ≠ 0 ∧
      newtonStep^[k] (Real.cot t) = Real.cot (2 ^ k * t) := by
  have key : ∀ k : ℕ, Real.sin (2 * (2 ^ k * t)) ≠ 0 := fun k => by
    have h1 := h (k + 1)
    rwa [pow_succ', mul_assoc] at h1
  have it : ∀ k : ℕ, newtonStep^[k] (Real.cot t) = Real.cot (2 ^ k * t) := by
    intro k
    induction k with
    | zero => simp
    | succ k ih =>
      rw [Function.iterate_succ_apply', ih, (newtonStep_cot (key k)).2, pow_succ', mul_assoc]
  refine ⟨?_, it k⟩
  rw [it k]
  exact (newtonStep_cot (key k)).1

/-- Conversely, if `sin t ≠ 0` and the curvature is nonzero at every Newton iterate
from `cot t`, then `sin (2^k t) ≠ 0` for all `k`. -/
theorem sin_ne_zero_of_curvature {t : ℝ} (hs : Real.sin t ≠ 0)
    (hE : ∀ k : ℕ, deriv (deriv energy) (newtonStep^[k] (Real.cot t)) ≠ 0) (k : ℕ) :
    Real.sin (2 ^ k * t) ≠ 0 := by
  have key : ∀ k : ℕ, Real.sin (2 ^ k * t) ≠ 0 ∧
      newtonStep^[k] (Real.cot t) = Real.cot (2 ^ k * t) := by
    intro k
    induction k with
    | zero => simpa using hs
    | succ k ih =>
      have h := hE k
      rw [ih.2, curvature_eq, Real.cot_eq_cos_div_sin] at h
      have hc : Real.cos (2 ^ k * t) ≠ 0 := fun h0 => h (by rw [h0]; simp)
      have h2 : Real.sin (2 * (2 ^ k * t)) ≠ 0 := by
        rw [Real.sin_two_mul]
        exact mul_ne_zero (mul_ne_zero two_ne_zero ih.1) hc
      rw [pow_succ', mul_assoc, Function.iterate_succ_apply', ih.2]
      exact ⟨h2, (newtonStep_cot h2).2⟩
  exact (key k).1

/-- Every real starting point is the cotangent of an angle with nonzero sine. -/
theorem exists_angle (x : ℝ) : ∃ t : ℝ, Real.sin t ≠ 0 ∧ Real.cot t = x := by
  refine ⟨π / 2 - Real.arctan x, ?_, ?_⟩
  · rw [Real.sin_pi_div_two_sub]
    exact (Real.cos_arctan_pos x).ne'
  · rw [Real.cot_eq_cos_div_sin, Real.cos_pi_div_two_sub, Real.sin_pi_div_two_sub,
      ← Real.tan_eq_sin_div_cos, Real.tan_arctan]

/-- A Newton run along which the curvature never vanishes does not converge
to any real number. -/
theorem newton_not_convergent (x₀ : ℝ)
    (hE : ∀ k : ℕ, deriv (deriv energy) (newtonStep^[k] x₀) ≠ 0) (L : ℝ) :
    ¬ Tendsto (fun k : ℕ => newtonStep^[k] x₀) atTop (𝓝 L) := by
  intro h
  have h1 : Tendsto (fun k : ℕ => newtonStep^[k + 1] x₀) atTop (𝓝 L) :=
    h.comp (tendsto_add_atTop_nat 1)
  have step : ∀ k : ℕ, (newtonStep^[k] x₀) ^ 2 - 1 =
      2 * (newtonStep^[k] x₀ * newtonStep^[k + 1] x₀) := by
    intro k
    have hk := hE k
    rw [curvature_eq] at hk
    have hk0 := right_ne_zero_of_mul hk
    rw [Function.iterate_succ_apply', newtonStep, curvature_eq, gradient_eq]
    field_simp
    ring
  -- Passing to the limit in the recursion gives `2L² = L² - 1`.
  have e : 2 * (L * L) = L ^ 2 - 1 :=
    tendsto_nhds_unique ((h.mul h1).const_mul 2) (((h.pow 2).sub_const 1).congr step)
  nlinarith [sq_nonneg L]

/-- For every `n ≥ 2`, the Newton run from `cot (π / (2^n - 1))` has nonzero curvature
at every iterate and is a cycle of exact period `n`. -/
theorem newton_cycle {n : ℕ} (hn : 2 ≤ n) :
    (∀ k : ℕ, deriv (deriv energy)
      (newtonStep^[k] (Real.cot (π / ((2 : ℝ) ^ n - 1)))) ≠ 0) ∧
    Function.minimalPeriod newtonStep (Real.cot (π / ((2 : ℝ) ^ n - 1))) = n := by
  have h4 : (4 : ℝ) ≤ 2 ^ n := by
    calc (4 : ℝ) = 2 ^ 2 := by norm_num
      _ ≤ 2 ^ n := pow_le_pow_right₀ (by norm_num) hn
  have hN : (0 : ℝ) < 2 ^ n - 1 := by linarith
  obtain ⟨θ, hdef⟩ : ∃ θ : ℝ, θ = π / ((2 : ℝ) ^ n - 1) := ⟨_, rfl⟩
  rw [← hdef]
  have hθ : θ * (2 ^ n - 1) = π := by rw [hdef, div_mul_cancel₀ _ hN.ne']
  have hpos : 0 < θ := by rw [hdef]; exact div_pos Real.pi_pos hN
  -- A vanishing sine would make the odd number `2^n - 1` divide a power of two.
  have hs : ∀ k : ℕ, Real.sin (2 ^ k * θ) ≠ 0 := by
    intro k h
    obtain ⟨m, hm⟩ := Real.sin_eq_zero_iff.mp h
    have hz : (m : ℝ) * (2 ^ n - 1) = 2 ^ k := by
      apply mul_right_cancel₀ hpos.ne'
      linear_combination hm + (m : ℝ) * hθ
    have hz' : m * ((2 : ℤ) ^ n - 1) = 2 ^ k := by exact_mod_cast hz
    have h4' : (4 : ℤ) ≤ 2 ^ n := by exact_mod_cast h4
    have hcop : IsCoprime ((2 : ℤ) ^ n - 1) 2 := by
      obtain ⟨j, rfl⟩ : ∃ j, n = j + 1 := ⟨n - 1, by omega⟩
      exact ⟨-1, 2 ^ j, by ring⟩
    have hu : IsUnit ((2 : ℤ) ^ n - 1) :=
      (hcop.pow_right (n := k)).isUnit_of_dvd' dvd_rfl ⟨m, by linear_combination -hz'⟩
    rcases Int.isUnit_iff.mp hu with h1 | h1 <;> linarith
  refine ⟨fun k => (newton_iterates hs k).1, ?_⟩
  -- After `n` doublings the angle has advanced by `π`.
  have hper : Function.IsPeriodicPt newtonStep n (Real.cot θ) := by
    change newtonStep^[n] (Real.cot θ) = Real.cot θ
    have ha : 2 ^ n * θ = θ + π := by linear_combination hθ
    rw [(newton_iterates hs n).2, ha, Real.cot_eq_cos_div_sin, Real.cot_eq_cos_div_sin,
      Real.sin_add_pi, Real.cos_add_pi, neg_div_neg_eq]
  have hle := hper.minimalPeriod_le (by omega)
  have hp0 := hper.minimalPeriod_pos (by omega)
  have hp : newtonStep^[Function.minimalPeriod newtonStep (Real.cot θ)] (Real.cot θ)
      = Real.cot θ := Function.isPeriodicPt_minimalPeriod newtonStep (Real.cot θ)
  generalize Function.minimalPeriod newtonStep (Real.cot θ) = p at hle hp0 hp ⊢
  by_contra hne
  have h2p : (2 : ℝ) ≤ 2 ^ p := by
    calc (2 : ℝ) = 2 ^ 1 := by norm_num
      _ ≤ 2 ^ p := pow_le_pow_right₀ (by norm_num) hp0
  have hpn : (2 : ℝ) ^ p * 2 ≤ 2 ^ n := by
    rw [← pow_succ]
    exact pow_le_pow_right₀ (by norm_num) (by omega)
  have hbig : 2 * θ ≤ 2 ^ p * θ := mul_le_mul_of_nonneg_right h2p hpos.le
  have hlt : 2 ^ p * θ < π := by
    calc 2 ^ p * θ < (2 ^ n - 1) * θ := mul_lt_mul_of_pos_right (by linarith) hpos
      _ = π := by rw [mul_comm, hθ]
  -- Two angles in `(0, π)` with equal cotangents coincide.
  have hsθ : Real.sin θ ≠ 0 := by simpa using hs 0
  rw [(newton_iterates hs p).2, Real.cot_eq_cos_div_sin, Real.cot_eq_cos_div_sin,
    div_eq_div_iff (hs p) hsθ] at hp
  have hsin : Real.sin (2 ^ p * θ - θ) = 0 := by
    rw [Real.sin_sub]
    linear_combination -hp
  have h0 := (Real.sin_eq_zero_iff_of_lt_of_lt (by linarith) (by linarith)).mp hsin
  linarith

/-- The Newton run from `cot (π/7)` has nonzero curvature at every iterate and is a
cycle of exact period three. -/
theorem newton_three_cycle :
    (∀ k : ℕ, deriv (deriv energy) (newtonStep^[k] (Real.cot (π / 7))) ≠ 0) ∧
    Function.minimalPeriod newtonStep (Real.cot (π / 7)) = 3 := by
  have h := newton_cycle (n := 3) (by norm_num)
  have e : (2 : ℝ) ^ 3 - 1 = 7 := by norm_num
  rw [e] at h
  exact h

end

end NewtonWithoutStationaryPoint
```

```lean
#print axioms NewtonWithoutStationaryPoint.sin_ne_zero_of_curvature
#print axioms NewtonWithoutStationaryPoint.exists_angle
#print axioms NewtonWithoutStationaryPoint.newton_not_convergent
#print axioms NewtonWithoutStationaryPoint.newton_three_cycle
```

```
'NewtonWithoutStationaryPoint.sin_ne_zero_of_curvature' depends on axioms: [propext, Classical.choice, Quot.sound]
'NewtonWithoutStationaryPoint.exists_angle' depends on axioms: [propext, Classical.choice, Quot.sound]
'NewtonWithoutStationaryPoint.newton_not_convergent' depends on axioms: [propext, Classical.choice, Quot.sound]
'NewtonWithoutStationaryPoint.newton_three_cycle' depends on axioms: [propext, Classical.choice, Quot.sound]
```

## Runs, angles and periods in the theorems

The function `energy` is \(E(x)=x^3/3+x\) for a real, dimensionless coordinate \(x\). `newtonStep` is the map

\[
N(x)=x-\frac{E'(x)}{E''(x)},
\]

written with Lean's `deriv`, so the gradient and curvature are the actual derivatives of \(E\) and not formulas supplied separately. The expression `newtonStep^[k] x₀` is the point \(x_k\) reached from \(x_0\) after \(k\) steps.

`newton_iterates` says that if \(\sin(2^k t)\neq 0\) for all \(k\ge 0\), then the run from \(x_0=\cot t\) is \(x_k=\cot(2^k t)\), with nonzero curvature throughout. `sin_ne_zero_of_curvature` gives the converse: if \(\sin t\ne0\) and the curvature never vanishes along the run, all these sines are nonzero. By `exists_angle` every real number is such a cotangent, so the formula covers every run that never meets zero curvature. `newton_not_convergent` says that no such run converges to a real number.

`newton_cycle` states that for each \(n\ge2\) the start \(\cot(\pi/(2^n-1))\) has `Function.minimalPeriod` equal to \(n\): the run returns after \(n\) steps and not sooner. `newton_three_cycle` is the case \(n=3\), which starts from \(\cot(\pi/7)\).

## A search on a slope with no minimum or barrier

In the family \(x^3/3+ax\), a minimum and a barrier top exist for \(a<0\), merge at \(a=0\) and are gone for \(a>0\). The energy treated here is the case \(a=1\). For geometry optimisation it is a one-coordinate model, in exact arithmetic, of an unsafeguarded Newton search where there is no stationary point to find; it makes no statement about surfaces with many coordinates.

A plain Newton search, without step control or changes to the Hessian, solves \(Hp=-g\) for the step \(p\), with gradient \(g\) and Hessian \(H\), and moves to \(x+p\). With one coordinate and nonzero curvature this is `newtonStep`. Since \(E'(x)\ge1\) everywhere, a convergence test on the gradient with a threshold below 1 is never met, and the loop has to be ended by something else, such as an iteration limit. Rounding also matters in practice: a small error in the angle doubles at each step, so a floating-point run started on the three-cycle can be expected to drift away from it.

## Why one step doubles the angle

Differentiation gives \(E'(x)=x^2+1\) and \(E''(x)=2x\), which are `gradient_eq` and `curvature_eq`. The gradient is positive, hence `no_stationary_point`. For \(x\neq0\),

\[
N(x)=x-\frac{x^2+1}{2x}=\frac{x^2-1}{2x}.
\]

Now put \(x=\cot t\) with \(\sin 2t\ne0\). Since \(\sin2t=2\sin t\cos t\), both \(\sin t\) and \(\cos t\) are nonzero, so the cotangent is defined and the curvature \(2\cot t\) does not vanish. Then

\[
N(\cot t)=\frac{\cos^2t-\sin^2t}{2\sin t\cos t}=\frac{\cos2t}{\sin2t}=\cot2t.
\]

This is `newtonStep_cot`, where `field_simp` clears the denominators and `ring` checks the remaining identity. Induction on \(k\) gives `newton_iterates`. The converse is also an induction: if \(\sin(2^kt)\) and the curvature \(2\cot(2^kt)\) are nonzero, then so is \(\cos(2^kt)\), and therefore \(\sin(2^{k+1}t)\). For `exists_angle` the angle is \(t=\pi/2-\arctan x\).

The curvature condition does exclude some starts. From \(x_0=1=\cot(\pi/4)\) the first step lands on \(x_1=0\), where \(E''=0\) and no further Newton step exists.

## Why no run with nonzero curvature converges

As long as the curvature is nonzero, the step satisfies

\[
2x_kx_{k+1}=x_k^2-1 .
\]

If \(x_k\to L\), then \(x_{k+1}\to L\) as well, and the limit of both sides gives \(2L^2=L^2-1\), that is \(L^2=-1\), which no real \(L\) satisfies. In the file, `step` is the recursion, `tendsto_nhds_unique` equates the two limits and `nlinarith` finds the contradiction.

## Why the period is exactly n

Let \(\theta=\pi/(2^n-1)\) with \(n\ge2\). Three facts are needed.

1. No sine vanishes. If \(\sin(2^k\theta)=0\), then \(2^k\theta=m\pi\) for an integer \(m\), so \(m(2^n-1)=2^k\). But \(2^n-1\) is odd and at least 3, so it cannot divide a power of two. The proof expresses this through `IsCoprime`: a divisor of \(2^k\) that is coprime to it must be \(\pm1\).

2. The run closes after \(n\) steps. Since \(2^n\theta=\theta+\pi\) and the cotangent has period \(\pi\), \(x_n=x_0\). This is `hper`.

3. It does not close earlier. Suppose the minimal period \(p\) were less than \(n\). Then \(2\theta\le2^p\theta<\pi\), so \(2^p\theta-\theta\) lies strictly between 0 and \(\pi\). Equality of \(\cot(2^p\theta)\) and \(\cot\theta\) would give \(\sin(2^p\theta-\theta)=0\), which is impossible in that interval.

For \(n=3\) the cycle is

\[
\cot\tfrac{\pi}{7}\approx2.077,\qquad \cot\tfrac{2\pi}{7}\approx0.797,\qquad \cot\tfrac{4\pi}{7}\approx-0.228,
\]

and the next angle, \(8\pi/7\), has the same cotangent as \(\pi/7\).

## The same map with a point at infinity

Another model adds a single point \(\infty\) to the real line and sets \(N(0)=\infty\) and \(N(\infty)=\infty\). With \(\cot t=\infty\) where \(\sin t=0\), angle doubling then holds for every \(t\), without a condition on sines. The run from \(x_0=1\) would go to 0 and then stay at \(\infty\), so a non-convergence statement covering every start would hold for real limits only. The price is that a failed Newton step becomes an ordinary value of the map, whereas the real-line version keeps the curvature condition visible.
